# The Matrix Numerov Hamiltonian on a Uniform Grid with Dirichlet Walls Is Symmetric

## Walls built into two finite matrices

The walls have to be encoded somewhere, and here they are encoded by truncation: only the n interior points i = 0, …, n−1 are kept, and the wall values ψ₋₁ = ψₙ = 0 are dropped. With spacing h ≠ 0 this gives two n by n matrices,

A = tridiag(1, −2, 1)/h²,  B = tridiag(1, 10, 1)/12.

Truncating B is consistent when the potential V is finite at the walls. For ψ'' = 2(V − E)ψ, in units ħ = m = 1 and with energy E, the Numerov equations are

ψᵢ₋₁ − 2ψᵢ + ψᵢ₊₁ = (h²/12)(fᵢ₋₁ + 10fᵢ + fᵢ₊₁),  fᵢ = 2(Vᵢ − E)ψᵢ,

and f vanishes wherever ψ does. In matrix form they read Aψ = Bf. Multiplying by −B⁻¹/2 and rearranging gives Hψ = Eψ with

H = −B⁻¹A/2 + diag(V).

Since B is invertible, these steps can be reversed.

## Why H is symmetric

Let N = tridiag(1, 0, 1). Then h²A = N − 2·1 and B = (N + 10·1)/12, so

1 + h²A/12 = (12·1 + N − 2·1)/12 = B.

Both matrices are combinations of N and the identity, so AB = BA.

The entries of N are nonnegative and symmetric, and each row sums to at most 2. For any real vector x,

0 ≤ Σᵢⱼ Nᵢⱼ(xᵢ ± xⱼ)² = 2 Σᵢⱼ Nᵢⱼxᵢ² ± 2 x·Nx ≤ 4 x·x ± 2 x·Nx.

Hence |x·Nx| ≤ 2 x·x. Inserting this in x·Bx = (10 x·x + x·Nx)/12 gives

(2/3) x·x ≤ x·Bx ≤ x·x.

So B is positive definite, and therefore invertible. Commutation passes to the inverse:

AB⁻¹ = B⁻¹(BA)B⁻¹ = B⁻¹(AB)B⁻¹ = B⁻¹A.

Since A and B are symmetric, (B⁻¹A)ᵀ = AB⁻¹ = B⁻¹A. Adding the diagonal matrix of V keeps H symmetric.

## Symmetric factors are not enough

Take n = 2 and h = 1, and replace the first diagonal entry of A by −1, as for a reflecting left wall, while keeping B. Then

B⁻¹A = (4/33) [[−11, 12], [11, −21]],

which is not symmetric. Symmetry of A together with positive definiteness of B does not suffice.

The condition h ≠ 0 matters for the identity B = 1 + h²A/12: at h = 0 Lean sets 1/0 = 0, so for n = 1 the right side is 1 while B = 5/6.

## A two-point kinetic matrix

With the original A, again for n = 2 and h = 1, the kinetic matrix is

−B⁻¹A/2 = (1/11) [[14, −8], [−8, 14]],

with eigenvalues 6/11 and 2. In a bound-state calculation for one particle in one dimension on a uniform grid, one adds the values Vᵢ to the diagonal and passes H to a symmetric eigensolver, which returns real energies and orthogonal eigenvectors.

## The statement in Lean

`weight n` is B, `secondDiff n h` is A, and `hamiltonian n h V` is H. B is defined by its entries, so its relation to A is proved. A potential or wavefunction is a function `Fin n → ℝ`.

For every n, every h ≠ 0 and every real V, `numerov_hamiltonian_symmetric` states four things: the identity for B, its positive definiteness, its commutation with A, and the symmetry of H. `eigen_iff_numerov` states that Hψ = Eψ holds exactly when ψ solves the Numerov equations; ψ = 0 is allowed. Neither theorem estimates the distance to the continuum energies.

```lean
import Mathlib

open Matrix

namespace NumerovMatrix

noncomputable section

/-- The n by n matrix with `b` on the diagonal, `a` on the two neighbouring diagonals
and zero elsewhere. -/
def tridiag (n : ℕ) (a b : ℝ) : Matrix (Fin n) (Fin n) ℝ :=
  Matrix.of fun i j =>
    if i = j then b else if i.val + 1 = j.val ∨ j.val + 1 = i.val then a else 0

/-- The second-difference matrix A = tridiag(1,-2,1)/h² with Dirichlet walls,
for grid spacing h ≠ 0. -/
def secondDiff (n : ℕ) (h : ℝ) : Matrix (Fin n) (Fin n) ℝ :=
  (1 / h ^ 2) • tridiag n 1 (-2)

/-- The Numerov weight matrix B = tridiag(1,10,1)/12. -/
def weight (n : ℕ) : Matrix (Fin n) (Fin n) ℝ :=
  (1 / 12 : ℝ) • tridiag n 1 10

/-- The Numerov kinetic-energy matrix T = -B⁻¹A/2, for grid spacing h ≠ 0. -/
def kinetic (n : ℕ) (h : ℝ) : Matrix (Fin n) (Fin n) ℝ :=
  (-(1 / 2) : ℝ) • ((weight n)⁻¹ * secondDiff n h)

/-- The matrix Numerov Hamiltonian H = -B⁻¹A/2 + diag(V), for grid spacing h ≠ 0. -/
def hamiltonian (n : ℕ) (h : ℝ) (V : Fin n → ℝ) : Matrix (Fin n) (Fin n) ℝ :=
  kinetic n h + Matrix.diagonal V

/-- A constant tridiagonal matrix with equal off-diagonals is a combination of the neighbour matrix
tridiag(1,0,1) and the identity. -/
theorem tridiag_eq (n : ℕ) (a b : ℝ) :
    tridiag n a b = a • tridiag n 1 0 + b • (1 : Matrix (Fin n) (Fin n) ℝ) := by
  ext i j
  simp only [tridiag, Matrix.of_apply, Matrix.add_apply, Matrix.smul_apply,
    Matrix.one_apply, smul_eq_mul]
  split_ifs <;> ring

/-- Two constant tridiagonal matrices of the same size commute if each has equal off-diagonals. -/
theorem tridiag_comm (n : ℕ) (a b c d : ℝ) :
    tridiag n a b * tridiag n c d = tridiag n c d * tridiag n a b := by
  rw [tridiag_eq n a b, tridiag_eq n c d]
  simp only [mul_add, add_mul, smul_mul_assoc, mul_smul_comm, mul_one, one_mul]
  module

/-- A constant tridiagonal matrix with equal off-diagonals is symmetric. -/
theorem tridiag_symm (n : ℕ) (a b : ℝ) : (tridiag n a b)ᵀ = tridiag n a b := by
  ext i j
  simp only [Matrix.transpose_apply, tridiag, Matrix.of_apply]
  split_ifs <;> first | rfl | omega

/-- The quadratic form of the nearest-neighbour coupling is bounded: |x·Nx| ≤ 2 x·x for the
neighbour matrix N = tridiag(1,0,1). -/
theorem neighbour_bound (n : ℕ) (x : Fin n → ℝ) :
    |x ⬝ᵥ tridiag n 1 0 *ᵥ x| ≤ 2 * (x ⬝ᵥ x) := by
  -- each point has at most one right and one left neighbour
  have row : ∀ i, ∑ j, tridiag n 1 0 i j ≤ 2 := by
    intro i
    have h12 : ∑ j : Fin n, (if i.val + 1 = j.val then (1 : ℝ) else 0) ≤ 1 ∧
        ∑ j : Fin n, (if j.val + 1 = i.val then (1 : ℝ) else 0) ≤ 1 := by
      constructor <;>
      · rw [Finset.sum_boole]
        exact_mod_cast Finset.card_le_one.mpr (by
          intro a ha b hb
          simp only [Finset.mem_filter, Finset.mem_univ, true_and] at ha hb
          exact Fin.ext (by omega))
    have hle : ∑ j, tridiag n 1 0 i j ≤ ∑ j : Fin n,
        ((if i.val + 1 = j.val then (1 : ℝ) else 0) +
          (if j.val + 1 = i.val then (1 : ℝ) else 0)) := by
      refine Finset.sum_le_sum fun j _ => ?_
      simp only [tridiag, Matrix.of_apply]
      split_ifs <;> first | omega | norm_num
    rw [Finset.sum_add_distrib] at hle
    linarith [h12.1, h12.2]
  have nonneg : ∀ i j, 0 ≤ tridiag n 1 0 i j := by
    intro i j
    simp only [tridiag, Matrix.of_apply]
    split_ifs <;> norm_num
  have sym : ∀ i j, tridiag n 1 0 i j = tridiag n 1 0 j i := fun i j =>
    congrFun (congrFun (tridiag_symm n 1 0).symm i) j
  generalize tridiag n 1 0 = N at *
  have swap : ∑ i, ∑ j, N i j * x j ^ 2 = ∑ i, ∑ j, N i j * x i ^ 2 := by
    rw [Finset.sum_comm]
    exact Finset.sum_congr rfl fun i _ => Finset.sum_congr rfl fun j _ => by rw [sym j i]
  have diag : ∑ i, ∑ j, N i j * x i ^ 2 ≤ 2 * (x ⬝ᵥ x) := by
    rw [dotProduct, Finset.mul_sum]
    refine Finset.sum_le_sum fun i _ => ?_
    rw [← Finset.sum_mul, ← pow_two]
    exact mul_le_mul_of_nonneg_right (row i) (sq_nonneg _)
  -- sum of squares over neighbouring pairs, with either relative sign
  have squares : ∀ s : ℝ, 0 ≤ ∑ i, ∑ j, N i j * x i ^ 2 + 2 * s * (x ⬝ᵥ N *ᵥ x)
      + s ^ 2 * ∑ i, ∑ j, N i j * x j ^ 2 := by
    intro s
    have e : ∑ i, ∑ j, N i j * x i ^ 2 + 2 * s * (x ⬝ᵥ N *ᵥ x)
        + s ^ 2 * ∑ i, ∑ j, N i j * x j ^ 2 = ∑ i, ∑ j, N i j * (x i + s * x j) ^ 2 := by
      simp only [dotProduct, Matrix.mulVec, Finset.mul_sum, ← Finset.sum_add_distrib]
      exact Finset.sum_congr rfl fun i _ => Finset.sum_congr rfl fun j _ => by ring
    rw [e]
    exact Finset.sum_nonneg fun i _ => Finset.sum_nonneg fun j _ =>
      mul_nonneg (nonneg i j) (sq_nonneg _)
  have hp := squares 1
  have hm := squares (-1)
  rw [swap] at hp hm
  exact abs_le.mpr ⟨by linarith, by linarith⟩

/-- The quadratic form of the Numerov weight matrix lies between 2/3 and 1 times x·x. -/
theorem weight_bounds (n : ℕ) (x : Fin n → ℝ) :
    2 / 3 * (x ⬝ᵥ x) ≤ x ⬝ᵥ weight n *ᵥ x ∧ x ⬝ᵥ weight n *ᵥ x ≤ x ⬝ᵥ x := by
  have e : x ⬝ᵥ weight n *ᵥ x
      = 1 / 12 * (x ⬝ᵥ tridiag n 1 0 *ᵥ x) + 10 / 12 * (x ⬝ᵥ x) := by
    rw [weight, tridiag_eq n 1 10]
    simp only [Matrix.smul_mulVec, Matrix.add_mulVec, Matrix.one_mulVec, dotProduct_add,
      dotProduct_smul, smul_eq_mul]
    ring
  have hb := abs_le.mp (neighbour_bound n x)
  constructor <;> linarith [hb.1, hb.2]

/-- The Numerov weight matrix is symmetric. -/
theorem weight_symm (n : ℕ) : (weight n)ᵀ = weight n := by
  rw [weight, Matrix.transpose_smul, tridiag_symm]


/-- The Numerov weight matrix is positive definite. -/
theorem weight_posDef (n : ℕ) : (weight n).PosDef := by
  refine Matrix.posDef_iff_dotProduct_mulVec.mpr ⟨?_, ?_⟩
  · rw [Matrix.IsHermitian, Matrix.conjTranspose_eq_transpose_of_trivial, weight_symm]
  · intro x hx
    have h0 : x ⬝ᵥ x ≠ 0 := fun h => hx (dotProduct_self_eq_zero.mp h)
    have hn : 0 ≤ x ⬝ᵥ x := Finset.sum_nonneg fun i _ => mul_self_nonneg (x i)
    have h1 := lt_of_le_of_ne hn h0.symm
    rw [star_trivial]
    linarith [(weight_bounds n x).1]

/-- The determinant of the Numerov weight matrix is invertible. -/
theorem weight_unit (n : ℕ) : IsUnit (weight n).det :=
  (weight_posDef n).det_pos.ne'.isUnit


/-- For h ≠ 0, B = 1 + h²A/12 is positive definite and commutes with A, and the matrix
Numerov Hamiltonian -B⁻¹A/2 + diag(V) is symmetric for every real potential V. -/
theorem numerov_hamiltonian_symmetric (n : ℕ) {h : ℝ} (hh : h ≠ 0) (V : Fin n → ℝ) :
    weight n = 1 + (h ^ 2 / 12) • secondDiff n h ∧ (weight n).PosDef ∧
      Commute (weight n) (secondDiff n h) ∧ (hamiltonian n h V).IsSymm := by
  have comm : weight n * secondDiff n h = secondDiff n h * weight n := by
    simp only [weight, secondDiff, smul_mul_assoc, mul_smul_comm]
    rw [tridiag_comm n 1 10 1 (-2), smul_comm]
  refine ⟨?_, weight_posDef n, comm, ?_⟩
  · have hc : h ^ 2 / 12 * (1 / h ^ 2) = 1 / 12 := by field_simp
    rw [weight, secondDiff, smul_smul, hc, tridiag_eq n 1 10, tridiag_eq n 1 (-2)]
    module
  · -- commutation with B passes to its inverse
    have inv_comm : secondDiff n h * (weight n)⁻¹ = (weight n)⁻¹ * secondDiff n h := by
      calc secondDiff n h * (weight n)⁻¹
          = (weight n)⁻¹ * weight n * (secondDiff n h * (weight n)⁻¹) := by
            rw [Matrix.nonsing_inv_mul _ (weight_unit n), one_mul]
        _ = (weight n)⁻¹ * (weight n * secondDiff n h) * (weight n)⁻¹ := by
            simp only [mul_assoc]
        _ = (weight n)⁻¹ * secondDiff n h * (weight n * (weight n)⁻¹) := by
            rw [comm]
            simp only [mul_assoc]
        _ = (weight n)⁻¹ * secondDiff n h := by
            rw [Matrix.mul_nonsing_inv _ (weight_unit n), mul_one]
    have symA : (secondDiff n h)ᵀ = secondDiff n h := by
      rw [secondDiff, Matrix.transpose_smul, tridiag_symm]
    rw [Matrix.IsSymm, hamiltonian, kinetic, Matrix.transpose_add, Matrix.transpose_smul,
      Matrix.transpose_mul, Matrix.transpose_nonsing_inv, weight_symm, symA, inv_comm,
      Matrix.diagonal_transpose]


/-- For h ≠ 0, Hψ = Eψ holds exactly when ψ solves the Numerov equations for
ψ'' = 2(V - E)ψ on the grid with Dirichlet walls. -/
theorem eigen_iff_numerov (n : ℕ) {h : ℝ} (hh : h ≠ 0) (V ψ : Fin n → ℝ) (E : ℝ) :
    hamiltonian n h V *ᵥ ψ = E • ψ ↔
      tridiag n 1 (-2) *ᵥ ψ = h ^ 2 • (weight n *ᵥ fun i => 2 * (V i - E) * ψ i) := by
  have hD : tridiag n 1 (-2) = h ^ 2 • secondDiff n h := by
    rw [secondDiff, smul_smul, mul_one_div_cancel (pow_ne_zero 2 hh), one_smul]
  have he : ∀ i, (hamiltonian n h V *ᵥ ψ) i
      = -(1 / 2) * ((weight n)⁻¹ *ᵥ (secondDiff n h *ᵥ ψ)) i + V i * ψ i := by
    intro i
    simp only [hamiltonian, kinetic, Matrix.add_mulVec, Matrix.smul_mulVec,
      Matrix.mulVec_mulVec, Pi.add_apply, Pi.smul_apply, smul_eq_mul, Matrix.mulVec_diagonal]
  rw [hD, Matrix.smul_mulVec]
  constructor
  · intro e
    have g : (weight n)⁻¹ *ᵥ (secondDiff n h *ᵥ ψ) = fun i => 2 * (V i - E) * ψ i := by
      funext i
      have hi := congrFun e i
      rw [he, Pi.smul_apply, smul_eq_mul] at hi
      linear_combination (-2) * hi
    have cancel : ∀ v : Fin n → ℝ, weight n *ᵥ ((weight n)⁻¹ *ᵥ v) = v := fun v => by
      rw [Matrix.mulVec_mulVec, Matrix.mul_nonsing_inv _ (weight_unit n), Matrix.one_mulVec]
    rw [← g, cancel]
  · intro e
    have e' := smul_right_injective (Fin n → ℝ) (pow_ne_zero 2 hh) e
    funext i
    rw [he, e', Matrix.mulVec_mulVec, Matrix.nonsing_inv_mul _ (weight_unit n),
      Matrix.one_mulVec, Pi.smul_apply, smul_eq_mul]
    ring

end

end NumerovMatrix
```

```lean
#print axioms NumerovMatrix.numerov_hamiltonian_symmetric
#print axioms NumerovMatrix.eigen_iff_numerov
```

```
'NumerovMatrix.numerov_hamiltonian_symmetric' depends on axioms: [propext, Classical.choice, Quot.sound]
'NumerovMatrix.eigen_iff_numerov' depends on axioms: [propext, Classical.choice, Quot.sound]
```

## From the neighbour matrix to the eigenproblem

`tridiag_eq` writes `tridiag n a b`, whose two off-diagonals are equal, as aN + b·1 by comparing entries; `tridiag_comm` then expands both products.

In `neighbour_bound`, `row` counts at most one neighbour on each side. `swap` uses the symmetry of N to equate the two sums of squares, and `squares` is applied with s = 1 and s = −1, the two signs above. `weight_bounds` inserts the result into x·Bx, `weight_posDef` takes the lower bound for x ≠ 0, and `weight_unit` extracts an invertible determinant.

In the main theorem, `inv_comm` is the chain for AB⁻¹, and the final rewrite transposes H term by term.

For `eigen_iff_numerov`, `he` writes out one component of Hψ. The forward direction solves for B⁻¹Aψ and multiplies by B; the reverse cancels h² and then applies B⁻¹.
